# Twisting a one-particle state on a ring with nearest-neighbour hopping of modulus at most $t$: one of the two directions costs at most $2t(1-\cos(2\pi/N))$

Q: I take a particle on an $N$-site ring and multiply its amplitude at site $j$ by $e^{2\pi i j/N}$, hoping for a trial state of nearby energy. If the state carries a current, the energy can rise by order $t/N$, where $t$ bounds the hopping modulus. How do you get $t/N^2$?

A: Twist both ways and keep the cheaper result. Let $H$ be the Hamiltonian matrix, whose only nonzero off-diagonal entries join neighbouring sites and have modulus at most $t$. Let $\theta_j=2\pi j/N$ for $j=0,\dots,N-1$, let $U=\mathrm{diag}(e^{i\theta_j})$, and let $E(x)=\mathrm{Re}\sum_{j,k}w_{jk}$ with $w_{jk}=\bar x_jH_{jk}x_k$. The twists $U$ and $U^*$ multiply $w_{jk}$ by $e^{\mp i(\theta_j-\theta_k)}$, so the current terms cancel in the sum:

$$E(Ux)+E(U^*x)-2E(x)=2\sum_{j,k}\bigl(\cos(\theta_j-\theta_k)-1\bigr)\,\mathrm{Re}\,w_{jk}.$$

The diagonal drops out. Between neighbours the cosine is $c=\cos(2\pi/N)$, even on the closing bond, where the angle difference changes only by $2\pi$. Since $\mathrm{Re}\,w_{jk}\ge -t|x_j||x_k|$ there, the right side is at most

$$4t(1-c)\sum_j|x_j||x_{j+1}|\le 2t(1-c)\sum_j\bigl(|x_j|^2+|x_{j+1}|^2\bigr)=4t(1-c)$$

for normalised $x$. The smaller energy is at most the average, hence at most $E(x)+2t(1-c)$. Since $1-\cos u\le u^2/2$, the rise is at most $4\pi^2t/N^2$.

Q: Is the twisted state really a different state?

A: If the density is uniform and $N\ge2$, yes: $\langle x,Ux\rangle=\frac1N\sum_je^{i\theta_j}=0$, and likewise for $U^*$. Shifting $j$ by one only reorders the sum, yet multiplies it by $e^{2\pi i/N}\ne1$, so the sum vanishes. With nearest-neighbour hopping, the cheaper twist is then a trial state orthogonal to $x$ with energy at most $E(x)+2t(1-c)$.

Q: Could the constant be improved?

A: Not for $N\ge3$. With uniform hopping $-t$, the constant normalised state has energy $-2t$, and both twists have energy $-2tc$.

Q: Now the code. Where is my ring?

A: Sites are elements of `ZMod N`, so `j + 1` wraps around. `phase` gives the entries of $U$, and `(twist N)ᴴ` is $U^*$.

In Lean 4 with Mathlib:

```lean
import Mathlib

open Matrix

namespace RingTwistBound

noncomputable section

variable {N : ℕ} [NeZero N]

/-- The angle `2 π j / N` of site `j` on the ring. -/
def angle (j : ZMod N) : ℝ := 2 * Real.pi * (j.val : ℝ) / N

/-- The phase factor `exp (2 π i j / N)` attached to site `j`. -/
def phase (j : ZMod N) : ℂ := Complex.exp ((angle j : ℂ) * Complex.I)

/-- The twist operator `U`, diagonal in the site basis. -/
def twist (N : ℕ) [NeZero N] : Matrix (ZMod N) (ZMod N) ℂ := Matrix.diagonal phase
```

Q: And the Hamiltonian? I don't see a Rayleigh quotient either.

A: `energy` is the real part of $\langle x,Hx\rangle$, without division by the squared norm. The main theorem assumes $\sum_j|x_j|^2=1$, and twisting preserves that, so for Hermitian $H$ these are Rayleigh quotients. `IsRingHopping` expresses short-range kinetic energy: `hop` limits each neighbour amplitude to $t$, with any phase, and `far` forbids longer hops. For $N\ge2$ the on-site potential is free.

```lean
/-- The real part of the expectation value `⟨x, H x⟩`. -/
def energy (H : Matrix (ZMod N) (ZMod N) ℂ) (x : ZMod N → ℂ) : ℝ :=
  (star x ⬝ᵥ H *ᵥ x).re

/-- Entries of `H` between neighbouring sites have modulus at most `t`, and entries between
distinct sites that are not neighbours vanish. -/
structure IsRingHopping (H : Matrix (ZMod N) (ZMod N) ℂ) (t : ℝ) : Prop where
  hop : ∀ j, ‖H j (j + 1)‖ ≤ t ∧ ‖H (j + 1) j‖ ≤ t
  far : ∀ j k, j ≠ k → k ≠ j + 1 → j ≠ k + 1 → H j k = 0

/-- Each step to the next or the previous site contributes `-t` to the matrix entry. On a ring of at
least three sites this is uniform hopping with amplitude `-t` between neighbours. -/
def uniformHopping (N : ℕ) [NeZero N] (t : ℝ) : Matrix (ZMod N) (ZMod N) ℂ :=
  fun j k => (if k = j + 1 then -(t : ℂ) else 0) + (if j = k + 1 then -(t : ℂ) else 0)
```

Q: Hermiticity is missing from that structure.

A: The bound doesn't need it. For Hermitian $H$, the next theorem shows that taking the real part loses nothing, by conjugating the double sum and exchanging its indices.

```lean
/-- For a Hermitian `H` the expectation value is real and equals `energy H x`. -/
theorem energy_of_hermitian {H : Matrix (ZMod N) (ZMod N) ℂ} (hH : H.IsHermitian)
    (x : ZMod N → ℂ) : (energy H x : ℂ) = star x ⬝ᵥ H *ᵥ x := by
  refine Complex.conj_eq_iff_re.1 ?_
  simp only [dotProduct, Matrix.mulVec, Finset.mul_sum, map_sum, map_mul, Pi.star_apply]
  rw [Finset.sum_comm]
  refine Finset.sum_congr rfl fun k _ => Finset.sum_congr rfl fun j _ => ?_
  rw [← hH.apply k j]
  simp only [Complex.star_def, Complex.conj_conj]
  ring
```

Q: You also dropped $N\ge3$.

A: The bound survives. At $N=2$ the two neighbours coincide, and counting their bond twice only weakens the estimate. At $N=1$ `hop` restricts the diagonal entry, and the twist does nothing. Interacting particles and longer-range hopping are among the things the model leaves out.

Q: Show me the closing bond.

A: `angle_succ` says that one step adds $2\pi/N$ up to a multiple of $2\pi$, and `cos_step` removes that multiple. The other lemmas write out the phases, the twisted amplitudes, the energy and the sum over neighbours.

```lean
private lemma angle_succ (j : ZMod N) :
    ∃ m : ℤ, angle (j + 1) = angle j + 2 * Real.pi / N + m * (2 * Real.pi) := by
  have h : (((j.val : ℤ) + 1 : ℤ) : ZMod N) = (((j + 1).val : ℤ) : ZMod N) := by simp
  obtain ⟨m, hm⟩ := (ZMod.intCast_eq_intCast_iff_dvd_sub _ _ N).1 h
  have hm' : ((j + 1).val : ℝ) - ((j.val : ℝ) + 1) = N * m := by exact_mod_cast hm
  have hN : (N : ℝ) * (N : ℝ)⁻¹ = 1 := mul_inv_cancel₀ (Nat.cast_ne_zero.2 (NeZero.ne N))
  refine ⟨m, ?_⟩
  simp only [angle, div_eq_mul_inv]
  linear_combination (2 * Real.pi * (N : ℝ)⁻¹) * hm' + 2 * Real.pi * m * hN

private lemma cos_step (j : ZMod N) :
    Real.cos (angle (j + 1) - angle j) = Real.cos (2 * Real.pi / N) := by
  obtain ⟨m, hm⟩ := angle_succ j
  rw [hm, ← Real.cos_add_int_mul_two_pi (2 * Real.pi / N) m]
  congr 1
  ring

omit [NeZero N] in
private lemma phase_re (j : ZMod N) : (phase j).re = Real.cos (angle j) :=
  Complex.exp_ofReal_mul_I_re _

omit [NeZero N] in
private lemma phase_im (j : ZMod N) : (phase j).im = Real.sin (angle j) :=
  Complex.exp_ofReal_mul_I_im _

private lemma twist_apply (x : ZMod N → ℂ) (j : ZMod N) :
    (twist N *ᵥ x) j = phase j * x j := by
  rw [twist, Matrix.mulVec_diagonal]

private lemma twist_adj_apply (x : ZMod N → ℂ) (j : ZMod N) :
    ((twist N)ᴴ *ᵥ x) j = star (phase j) * x j := by
  rw [twist, Matrix.diagonal_conjTranspose, Matrix.mulVec_diagonal, Pi.star_apply]

private lemma energy_eq_sum (H : Matrix (ZMod N) (ZMod N) ℂ) (x : ZMod N → ℂ) :
    energy H x = ∑ j, ∑ k, (star (x j) * H j k * x k).re := by
  simp only [energy, dotProduct, Matrix.mulVec, Finset.mul_sum, Complex.re_sum,
    Pi.star_apply, mul_assoc]

private lemma sum_neighbours (F : ZMod N → ZMod N → ℝ) :
    ∑ j, ∑ k, ((if k = j + 1 then F j k else 0) + (if j = k + 1 then F j k else 0))
      = ∑ j, F j (j + 1) + ∑ j, F (j + 1) j := by
  simp only [Finset.sum_add_distrib]
  congr 1
  · simp
  · rw [Finset.sum_comm]
    simp
```

Q: And the cancellation of currents?

A: That is `energy_twist_add`, proved term by term from real and imaginary parts.

```lean
/-- The energies of the two oppositely twisted states add up to twice the energy sum of `x` with
each matrix element weighted by the cosine of the angle between its sites. -/
theorem energy_twist_add (H : Matrix (ZMod N) (ZMod N) ℂ) (x : ZMod N → ℂ) :
    energy H (twist N *ᵥ x) + energy H ((twist N)ᴴ *ᵥ x)
      = 2 * ∑ j, ∑ k, Real.cos (angle j - angle k) * (star (x j) * H j k * x k).re := by
  simp only [energy_eq_sum, twist_apply, twist_adj_apply, Finset.mul_sum,
    ← Finset.sum_add_distrib]
  refine Finset.sum_congr rfl fun j _ => Finset.sum_congr rfl fun k _ => ?_
  simp only [Complex.mul_re, Complex.mul_im, Complex.star_def, Complex.conj_re,
    Complex.conj_im, phase_re, phase_im, Real.cos_sub]
  ring
```

A: In `twist_sum_le`, `key` bounds each pair by cases: forward neighbour, backward neighbour, same site, or distant. Then `am` is $2ab\le a^2+b^2$, and `shift` translates the sum by one site. No normalisation is assumed yet, so the squared norm appears explicitly.

```lean
/-- If `H` hops only between neighbours, with modulus at most `t`, then for any vector `x` the two
twisted energies together exceed twice the energy of `x` by at most `4 t (1 - cos (2 π / N))` times
the squared norm of `x`. -/
theorem twist_sum_le {H : Matrix (ZMod N) (ZMod N) ℂ} {t : ℝ} (hH : IsRingHopping H t)
    (x : ZMod N → ℂ) :
    energy H (twist N *ᵥ x) + energy H ((twist N)ᴴ *ᵥ x)
      ≤ 2 * energy H x + 4 * t * (1 - Real.cos (2 * Real.pi / N)) * ∑ j, ‖x j‖ ^ 2 := by
  rw [energy_twist_add, energy_eq_sum]
  set c := Real.cos (2 * Real.pi / N) with hc
  have hc1 : 0 ≤ 1 - c := by linarith [Real.cos_le_one (2 * Real.pi / N)]
  have ht : 0 ≤ t := (norm_nonneg _).trans (hH.hop 0).1
  -- only bonds contribute, each at most `(1 - c) t |x j| |x k|`
  have key : ∀ j k, (Real.cos (angle j - angle k) - 1) * (star (x j) * H j k * x k).re
      ≤ (if k = j + 1 then (1 - c) * t * (‖x j‖ * ‖x k‖) else 0)
        + (if j = k + 1 then (1 - c) * t * (‖x j‖ * ‖x k‖) else 0) := by
    intro j k
    have hB : 0 ≤ (1 - c) * t * (‖x j‖ * ‖x k‖) :=
      mul_nonneg (mul_nonneg hc1 ht) (by positivity)
    have bound : ‖H j k‖ ≤ t → (c - 1) * (star (x j) * H j k * x k).re
        ≤ (1 - c) * t * (‖x j‖ * ‖x k‖) := by
      intro h
      have hw : |(star (x j) * H j k * x k).re| ≤ ‖x j‖ * ‖H j k‖ * ‖x k‖ :=
        (Complex.abs_re_le_norm _).trans_eq (by rw [norm_mul, norm_mul, norm_star])
      have h1 := mul_le_mul_of_nonneg_right h
        (mul_nonneg (norm_nonneg (x j)) (norm_nonneg (x k)))
      have h2 := neg_le_of_abs_le hw
      have h3 : -(star (x j) * H j k * x k).re ≤ t * (‖x j‖ * ‖x k‖) := by linarith
      linarith [mul_le_mul_of_nonneg_left h3 hc1]
    by_cases h1 : k = j + 1
    · have e : Real.cos (angle j - angle k) = c := by
        rw [h1, ← Real.cos_neg, neg_sub]
        exact cos_step j
      have b := bound (by rw [h1]; exact (hH.hop j).1)
      rw [e, if_pos h1]
      split_ifs <;> linarith
    by_cases h2 : j = k + 1
    · have e : Real.cos (angle j - angle k) = c := by
        rw [h2]
        exact cos_step k
      have b := bound (by rw [h2]; exact (hH.hop k).2)
      rw [e, if_neg h1, if_pos h2]
      linarith
    rw [if_neg h1, if_neg h2]
    by_cases h3 : j = k
    · rw [h3, sub_self, Real.cos_zero]
      simp
    · rw [hH.far j k h3 h1 h2]
      simp
  have S := (Finset.sum_le_sum fun j (_ : j ∈ Finset.univ) =>
    Finset.sum_le_sum fun k (_ : k ∈ Finset.univ) => key j k).trans_eq
      (sum_neighbours fun j k => (1 - c) * t * (‖x j‖ * ‖x k‖))
  simp only [sub_mul _ (1 : ℝ) (Complex.re _), one_mul, Finset.sum_sub_distrib] at S
  rw [← Finset.mul_sum, ← Finset.mul_sum,
    Finset.sum_congr rfl (fun j _ => mul_comm ‖x (j + 1)‖ ‖x j‖)] at S
  -- the bond sum is at most the squared norm
  have shift : ∑ j, ‖x (j + 1)‖ ^ 2 = ∑ j, ‖x j‖ ^ 2 :=
    Equiv.sum_comp (Equiv.addRight (1 : ZMod N)) (fun j => ‖x j‖ ^ 2)
  have am : ∑ j, ‖x j‖ * ‖x (j + 1)‖ ≤ ∑ j, (‖x j‖ ^ 2 + ‖x (j + 1)‖ ^ 2) / 2 :=
    Finset.sum_le_sum fun j _ => by nlinarith [sq_nonneg (‖x j‖ - ‖x (j + 1)‖)]
  rw [← Finset.sum_div, Finset.sum_add_distrib, shift] at am
  linarith [mul_le_mul_of_nonneg_left am (mul_nonneg hc1 ht)]

/-- Twist bound: for hopping only between neighbours, with modulus at most `t`, and a normalised
state, one of the two twisted states has energy at most `2 t (1 - cos (2 π / N))` above that of the
original state. -/
theorem twist_bound {H : Matrix (ZMod N) (ZMod N) ℂ} {t : ℝ} (hH : IsRingHopping H t)
    (x : ZMod N → ℂ) (hx : ∑ j, ‖x j‖ ^ 2 = 1) :
    min (energy H (twist N *ᵥ x)) (energy H ((twist N)ᴴ *ᵥ x))
      ≤ energy H x + 2 * t * (1 - Real.cos (2 * Real.pi / N)) := by
  have h := twist_sum_le hH x
  rw [hx] at h
  linarith [min_le_left (energy H (twist N *ᵥ x)) (energy H ((twist N)ᴴ *ᵥ x)),
    min_le_right (energy H (twist N *ᵥ x)) (energy H ((twist N)ᴴ *ᵥ x))]
```

Q: Does orthogonality follow your shift argument?

A: Yes, in `sum_phase`. `twist_orthogonal` factors out the common density, and the existence theorem picks a twist whose energy satisfies the bound.

```lean
private lemma sum_phase (hN : 2 ≤ N) : ∑ j : ZMod N, phase j = 0 := by
  have step : ∀ j : ZMod N,
      phase (j + 1) = Complex.exp (2 * Real.pi * Complex.I / N) * phase j := by
    intro j
    obtain ⟨m, hm⟩ := angle_succ j
    have e : ((angle (j + 1) : ℝ) : ℂ) * Complex.I = 2 * Real.pi * Complex.I / N
        + (angle j : ℂ) * Complex.I + m * (2 * Real.pi * Complex.I) := by
      rw [hm]
      push_cast
      ring
    rw [phase, e, Complex.exp_add, Complex.exp_add, Complex.exp_int_mul_two_pi_mul_I,
      mul_one, phase]
  have hw := (Complex.isPrimitiveRoot_exp N (NeZero.ne N)).ne_one (by omega)
  -- translation by one site multiplies the sum by a root of unity other than one
  have h : ∑ j : ZMod N, phase j
      = Complex.exp (2 * Real.pi * Complex.I / N) * ∑ j : ZMod N, phase j := by
    rw [Finset.mul_sum]
    exact (Equiv.sum_comp (Equiv.addRight (1 : ZMod N)) phase).symm.trans
      (Finset.sum_congr rfl fun j _ => step j)
  refine (mul_eq_zero.1 ?_).resolve_left (sub_ne_zero.2 hw)
  linear_combination -h

/-- On a ring of at least two sites, if the density of `x` is the same on all sites, both twisted
states are orthogonal to `x`. -/
theorem twist_orthogonal (hN : 2 ≤ N) (x : ZMod N → ℂ) (hx : ∀ j, ‖x j‖ = ‖x 0‖) :
    star x ⬝ᵥ (twist N *ᵥ x) = 0 ∧ star x ⬝ᵥ ((twist N)ᴴ *ᵥ x) = 0 := by
  have dens : ∀ j, star (x j) * x j = (‖x 0‖ : ℂ) ^ 2 := fun j => by
    rw [← hx j]
    exact Complex.conj_mul' (x j)
  constructor
  · simp only [dotProduct, twist_apply, Pi.star_apply, mul_left_comm (star (x _)), dens]
    rw [← Finset.sum_mul, sum_phase hN, zero_mul]
  · simp only [dotProduct, twist_adj_apply, Pi.star_apply, mul_left_comm (star (x _)), dens]
    rw [← Finset.sum_mul, ← star_sum, sum_phase hN, star_zero, zero_mul]

/-- On a ring of at least two sites, with hopping only between neighbours and of modulus at most
`t`, for a normalised state of uniform density there is a normalised state orthogonal to it whose
energy is higher by at most `2 t (1 - cos (2 π / N))`. -/
theorem exists_orthogonal_low_energy (hN : 2 ≤ N) {H : Matrix (ZMod N) (ZMod N) ℂ} {t : ℝ}
    (hH : IsRingHopping H t) (x : ZMod N → ℂ) (hx : ∑ j, ‖x j‖ ^ 2 = 1)
    (hu : ∀ j, ‖x j‖ = ‖x 0‖) :
    ∃ y : ZMod N → ℂ, ∑ j, ‖y j‖ ^ 2 = 1 ∧ star x ⬝ᵥ y = 0 ∧
      energy H y ≤ energy H x + 2 * t * (1 - Real.cos (2 * Real.pi / N)) := by
  have hp : ∀ j : ZMod N, ‖phase j‖ = 1 := fun j => Complex.norm_exp_ofReal_mul_I _
  obtain ⟨o1, o2⟩ := twist_orthogonal hN x hu
  rcases min_le_iff.1 (twist_bound hH x hx) with h | h
  · refine ⟨_, ?_, o1, h⟩
    simpa only [twist_apply, norm_mul, hp, one_mul] using hx
  · refine ⟨_, ?_, o2, h⟩
    simpa only [twist_adj_apply, norm_mul, norm_star, hp, one_mul] using hx
```

Q: And equality?

A: `energy_uniformHopping` reduces the energy to one sum over bonds. In the last theorem, `e0`, `e1` and `e2` evaluate a bond for the constant state and its two twists. Here $N\ge3$ matters: at $N=2$ the two terms of `uniformHopping` would add to $-2t$, exceeding the allowed modulus when $t>0$.

```lean
private lemma energy_uniformHopping (t : ℝ) (y : ZMod N → ℂ) :
    energy (uniformHopping N t) y = -2 * t * ∑ j, (star (y j) * y (j + 1)).re := by
  have h : ∀ j k, (star (y j) * uniformHopping N t j k * y k).re
      = (if k = j + 1 then -t * (star (y j) * y k).re else 0)
        + (if j = k + 1 then -t * (star (y j) * y k).re else 0) := by
    intro j k
    unfold uniformHopping
    split_ifs <;> simp <;> ring
  have hs : ∀ j, (star (y (j + 1)) * y j).re = (star (y j) * y (j + 1)).re := by
    intro j
    simp only [Complex.mul_re, Complex.star_def, Complex.conj_re, Complex.conj_im]
    ring
  simp only [energy_eq_sum, h]
  rw [sum_neighbours fun j k => -t * (star (y j) * y k).re]
  simp only [hs, ← Finset.mul_sum]
  ring

/-- The twist bound is sharp: for uniform hopping on a ring of at least three sites, a normalised
constant state attains equality. -/
theorem twist_bound_sharp (hN : 3 ≤ N) {t : ℝ} (ht : 0 ≤ t) (a : ℂ)
    (ha : ∑ _j : ZMod N, ‖a‖ ^ 2 = 1) :
    IsRingHopping (uniformHopping N t) t ∧
    min (energy (uniformHopping N t) (twist N *ᵥ fun _ => a))
        (energy (uniformHopping N t) ((twist N)ᴴ *ᵥ fun _ => a))
      = energy (uniformHopping N t) (fun _ => a)
        + 2 * t * (1 - Real.cos (2 * Real.pi / N)) := by
  constructor
  · -- with three or more sites the two neighbours of a site are distinct
    have h2 : ∀ j : ZMod N, j ≠ j + 1 + 1 := by
      intro j h
      have h0 : ((2 : ℕ) : ZMod N) = 0 := by
        push_cast
        linear_combination -h
      have := Nat.le_of_dvd (by norm_num) ((CharP.cast_eq_zero_iff (ZMod N) N 2).1 h0)
      omega
    refine ⟨fun j => ?_, fun j k _ h1 h3 => ?_⟩
    · constructor <;> simp [uniformHopping, h2 j, abs_of_nonneg ht]
    · simp [uniformHopping, h1, h3]
  · have e0 : ∀ _j : ZMod N, (star a * a).re = ‖a‖ ^ 2 := by
      intro _
      rw [← Complex.normSq_eq_norm_sq, Complex.normSq_apply]
      simp only [Complex.mul_re, Complex.star_def, Complex.conj_re, Complex.conj_im]
      ring
    have e1 : ∀ j : ZMod N, (star (phase j * a) * (phase (j + 1) * a)).re
        = Real.cos (2 * Real.pi / N) * ‖a‖ ^ 2 := by
      intro j
      rw [← cos_step j, ← Complex.normSq_eq_norm_sq, Complex.normSq_apply, Real.cos_sub]
      simp only [Complex.mul_re, Complex.mul_im, Complex.star_def, Complex.conj_re,
        Complex.conj_im, phase_re, phase_im]
      ring
    have e2 : ∀ j : ZMod N, (star (star (phase j) * a) * (star (phase (j + 1)) * a)).re
        = Real.cos (2 * Real.pi / N) * ‖a‖ ^ 2 := by
      intro j
      rw [← e1 j]
      simp only [Complex.mul_re, Complex.mul_im, Complex.star_def, Complex.conj_re,
        Complex.conj_im]
      ring
    simp only [energy_uniformHopping, twist_apply, twist_adj_apply, e1, e2]
    rw [Finset.sum_congr rfl (fun j _ => e0 j), ← Finset.mul_sum, ha, min_self]
    ring

end

end RingTwistBound
```

```lean
#print axioms RingTwistBound.energy_of_hermitian
-- 'RingTwistBound.energy_of_hermitian' depends on axioms: [propext, Classical.choice, Quot.sound]
#print axioms RingTwistBound.twist_bound
-- 'RingTwistBound.twist_bound' depends on axioms: [propext, Classical.choice, Quot.sound]
#print axioms RingTwistBound.exists_orthogonal_low_energy
-- 'RingTwistBound.exists_orthogonal_low_energy' depends on axioms: [propext, Classical.choice, Quot.sound]
#print axioms RingTwistBound.twist_bound_sharp
-- 'RingTwistBound.twist_bound_sharp' depends on axioms: [propext, Classical.choice, Quot.sound]
```
